# Ordering-summed fermion loops with three or more photons at distinct points vanish in massless two-dimensional QED

When a massless charged fermion in one space and one time dimension moves in a photon field, integrating it out leaves an effective action for the photons. The term of order N in the field is a closed fermion loop with N photon vertices, summed over the orders in which the fermion can visit them. Terms beyond second order would make photons interact with each other. Do they contribute?

At separated vertices they do not. A single loop is in general nonzero, but for N ≥ 3 the sum over orderings is zero. With imaginary time, space and time together form a Euclidean plane. In complex coordinates on this plane, one chirality of the fermion propagates from vertex to vertex with the amplitude 1/(x(i) − x(i+1)), up to a constant. Its loop through N vertices, labelled 0 to N − 1, is

L(x) = ∏ᵢ 1/(x(i) − x(i+1)),

where i + 1 is taken cyclically. For pairwise distinct positions and N ≥ 3,

Σₛ L(x∘s) = 0,

where s runs over all N! permutations of the labels. The identity holds for coordinates in any field in the sense of algebra, such as the rational numbers, and for complex coordinates it carries over to the full spinor trace with arbitrary photon polarizations.

## A zero for position-space loop codes

A code that evaluates massless fermion loops with three or more photon vertices in the continuum plane can compare its sum over orderings with this zero. For one chirality, a single missing ordering, or a single ordering entered with the wrong sign, leaves a nonzero residue, because each loop is nonzero. Errors that cancel among themselves go unnoticed: for even N, a code that omits the reverse of every loop still finds zero. The comparison is also blind to overall factors, and to polarizations attached to the wrong points, because only their product enters.

In floating point the residue should be judged against the sum of the absolute values of the terms, which grow large when two vertices approach each other. With rational positions the sum can be evaluated without rounding. It can also be evaluated modulo a prime, as long as the positions stay distinct modulo that prime.

## Inserting a photon and rotating the loop

Hold one vertex y in place and let a(0), …, a(m) be the others, with m ≥ 1. Write C for the product of the propagators along the open chain from a(0) to a(m). Then

L(a) = C / (a(m) − a(0)),

L(y, a) = C / ((y − a(0)) (a(m) − y)).

Put b = a(0) and c = a(m). Subtracting two propagators that end at y gives

1/(c − y) − 1/(b − y) = (b − c)/((c − y)(b − y)) = (c − b)/((y − b)(c − y)).

Division by c − b and multiplication by C yield the insertion rule

L(y, a) = L(a) · [1/(a(m) − y) − 1/(a(0) − y)].

Now sum over the permutations s of the labels 0, …, m:

Σₛ L(y, a∘s) = Σₛ L(a∘s)/(a(s(m)) − y) − Σₛ L(a∘s)/(a(s(0)) − y).

In the first sum replace s by s∘r, where r(i) = i + 1 cyclically. This only relabels the terms of the sum. The loop is unchanged by a rotation, and r(m) = 0, so the first sum becomes the second and the difference is zero.

A permutation of all N labels amounts to a choice of the label p at position 0 and an ordering of the rest. For each p the sum over the rest vanishes, hence so does the full sum. Nothing was divided by a number of permutations, so the characteristic of the field plays no role.

For the Dirac fermion, let a(i) and b(i) now denote the two polarization components of photon i, and z(i) its position as a complex number. The vertex is the matrix a σ₁ + b σ₂, with off-diagonal entries a − ib and a + ib. The propagator over a separation z, without its constant, is the matrix (Re z σ₁ + Im z σ₂)/|z|², with off-diagonal entries 1/z and 1/conj z. Vertex times propagator is therefore diagonal, with entries

(a − ib)/conj z and (a + ib)/z.

The trace around the loop is

∏ᵢ (a(i) − i b(i)) · L(conj z) + ∏ᵢ (a(i) + i b(i)) · L(z),

where the i multiplying b(i) is the imaginary unit. The polarization products do not depend on the ordering, and both chiral sums vanish.

### Four vertices at 0, 1, 2, 3

Fix the vertex at 0 and order the other three:

L(0, 1, 2, 3) = 1/((−1)(−1)(−1)(3)) = −1/3

L(0, 1, 3, 2) = 1/((−1)(−2)(1)(2)) = 1/4

L(0, 2, 1, 3) = 1/((−2)(1)(−2)(3)) = 1/12

The three remaining orderings are these loops read backwards, with the same values because the number of propagators is even. The total is 2(−1/3 + 1/4 + 1/12) = 0. The sum over all 24 permutations counts each of the six cyclic orders four times and is zero as well.

## Lean source

```lean
import Mathlib

open Equiv ComplexConjugate

namespace MasslessQED2

noncomputable section

variable {K : Type*} [Field K] {n : ℕ}

/-- The chiral fermion loop through the vertices `x 0, ..., x n` in this cyclic order: the product
of the propagators `1 / (x i - x (i+1))`, for neighbouring vertices at distinct positions. -/
def chiralLoop (x : Fin (n + 1) → K) : K := ∏ i, (x i - x (i + 1))⁻¹

/-- A loop is an open chain of propagators closed by the one from the last vertex to the first. -/
theorem chiralLoop_eq_chain (x : Fin (n + 1) → K) :
    chiralLoop x = (∏ i : Fin n, (x i.castSucc - x i.succ)⁻¹) * (x (Fin.last n) - x 0)⁻¹ := by
  have h : ∀ i : Fin n, i.castSucc + 1 = i.succ := fun i => by simp
  have hl : Fin.last n + 1 = 0 := by simp
  unfold chiralLoop
  rw [Fin.prod_univ_castSucc]
  simp only [h, hl]

/-- A fermion loop does not depend on the vertex at which one starts to read it. -/
theorem chiralLoop_rotate (x : Fin (n + 1) → K) :
    chiralLoop (fun i => x (i + 1)) = chiralLoop x := by
  unfold chiralLoop
  simpa only [finRotate_apply] using
    Equiv.prod_comp (finRotate (n + 1)) (fun i => (x i - x (i + 1))⁻¹)

/-- Partial fractions for two propagators that meet at `y`, with `b`, `c`, `y` distinct. -/
theorem propagator_split {b c y : K} (hcb : c ≠ b) (hc : c ≠ y) (hb : b ≠ y) :
    (y - b)⁻¹ * (c - y)⁻¹ = (c - b)⁻¹ * ((c - y)⁻¹ - (b - y)⁻¹) := by
  have hneg : (y - b)⁻¹ = -(b - y)⁻¹ := by rw [← neg_sub b y, inv_neg]
  have hA := mul_inv_cancel₀ (sub_ne_zero.mpr hb)
  have hC := mul_inv_cancel₀ (sub_ne_zero.mpr hc)
  have hW := mul_inv_cancel₀ (sub_ne_zero.mpr hcb)
  rw [hneg]
  linear_combination (b - y)⁻¹ * (c - y)⁻¹ * hW - (c - b)⁻¹ * (b - y)⁻¹ * hC
    + (c - b)⁻¹ * (c - y)⁻¹ * hA

/-- Attaching the photon vertex `x 0` to the loop through the other vertices multiplies that loop
by a difference of two propagators, if `x 0` and its two neighbours are distinct. -/
theorem chiralLoop_insert (x : Fin (n + 2) → K)
    (h1 : x (Fin.last n).succ ≠ x (0 : Fin (n + 1)).succ)
    (h2 : x (Fin.last n).succ ≠ x 0) (h3 : x (0 : Fin (n + 1)).succ ≠ x 0) :
    chiralLoop x = chiralLoop (fun i : Fin (n + 1) => x i.succ) *
      ((x (Fin.last n).succ - x 0)⁻¹ - (x (0 : Fin (n + 1)).succ - x 0)⁻¹) := by
  rw [chiralLoop_eq_chain x, chiralLoop_eq_chain (fun i : Fin (n + 1) => x i.succ),
    Fin.prod_univ_succ]
  change ((x 0 - x (0 : Fin (n + 1)).succ)⁻¹ *
      ∏ i : Fin n, (x i.castSucc.succ - x i.succ.succ)⁻¹) * (x (Fin.last n).succ - x 0)⁻¹ =
    (∏ i : Fin n, (x i.castSucc.succ - x i.succ.succ)⁻¹) *
      (x (Fin.last n).succ - x (0 : Fin (n + 1)).succ)⁻¹ *
      ((x (Fin.last n).succ - x 0)⁻¹ - (x (0 : Fin (n + 1)).succ - x 0)⁻¹)
  linear_combination (∏ i : Fin n, (x i.castSucc.succ - x i.succ.succ)⁻¹) *
    propagator_split h1 h2 h3

/-- With one vertex `y` held in place, the sum of the loops over all orderings of the other
vertices vanishes, if these are at least two and all positions are distinct. -/
theorem anchored_loop_sum (y : K) (a : Fin (n + 2) → K) (ha : Function.Injective a)
    (hy : ∀ i, a i ≠ y) :
    ∑ s : Perm (Fin (n + 2)),
      chiralLoop (Fin.cons y (fun i => a (s i)) : Fin (n + 3) → K) = 0 := by
  have step : ∀ s : Perm (Fin (n + 2)),
      chiralLoop (Fin.cons y (fun i => a (s i)) : Fin (n + 3) → K) =
        chiralLoop (fun i => a (s i)) *
          ((a (s (Fin.last (n + 1))) - y)⁻¹ - (a (s 0) - y)⁻¹) := by
    intro s
    have hne : a (s (Fin.last (n + 1))) ≠ a (s 0) := fun h =>
      Fin.succ_ne_zero (Fin.last n) (s.injective (ha h))
    have h := chiralLoop_insert (Fin.cons y (fun i => a (s i)) : Fin (n + 3) → K)
      (by simpa only [Fin.cons_succ] using hne)
      (by simpa only [Fin.cons_succ, Fin.cons_zero] using hy _)
      (by simpa only [Fin.cons_succ, Fin.cons_zero] using hy _)
    simpa only [Fin.cons_succ, Fin.cons_zero] using h
  simp only [step, mul_sub, Finset.sum_sub_distrib]
  rw [sub_eq_zero]
  -- rotating the other vertices turns the first sum into the second
  refine (Equiv.sum_comp (Equiv.mulRight (finRotate (n + 2)))
    (fun s : Perm (Fin (n + 2)) => chiralLoop (fun i => a (s i)) *
      (a (s (Fin.last (n + 1))) - y)⁻¹)).symm.trans ?_
  refine Finset.sum_congr rfl fun s _ => ?_
  have hr : ∀ i : Fin (n + 2), finRotate (n + 2) i = i + 1 := fun i => finRotate_apply i
  have hl : Fin.last (n + 1) + 1 = 0 := by simp
  have h : chiralLoop (fun i => a (s (i + 1))) = chiralLoop (fun i => a (s i)) :=
    chiralLoop_rotate (fun i => a (s i))
  simp only [Equiv.coe_mulRight, Equiv.Perm.mul_apply, hr, hl]
  rw [h]

/-- Loop cancellation: for three or more vertices at distinct positions, the chiral fermion loop
summed over all orderings of the vertices is zero. -/
theorem symmetrized_chiralLoop_eq_zero (x : Fin (n + 3) → K) (hx : Function.Injective x) :
    ∑ s : Perm (Fin (n + 3)), chiralLoop (fun i => x (s i)) = 0 := by
  -- split an ordering into the vertex `p` at position 0 and an ordering `e` of the others
  rw [← Equiv.sum_comp (Equiv.Perm.decomposeFin (n := n + 2)).symm, Fintype.sum_prod_type]
  refine Finset.sum_eq_zero fun p _ => ?_
  have h := anchored_loop_sum (x p) (fun i : Fin (n + 2) => x (Equiv.swap 0 p i.succ))
    (fun i j hij => Fin.succ_injective _ ((Equiv.swap 0 p).injective (hx hij)))
    (fun i hi => Fin.succ_ne_zero i ((Equiv.swap 0 p).injective
      ((hx hi).trans (Equiv.swap_apply_left 0 p).symm)))
  refine Eq.trans (Finset.sum_congr rfl fun e _ => ?_) h
  refine congrArg chiralLoop (funext fun i => ?_)
  refine Fin.cases ?_ (fun j => ?_) i <;> simp

/-- The two-photon chiral loop survives: for two distinct positions, in characteristic other than 2,
the symmetrized loop is not zero. -/
theorem two_photon_loop_ne_zero (x : Fin 2 → K) (hx : x 0 ≠ x 1) (h2 : (2 : K) ≠ 0) :
    ∑ s : Perm (Fin 2), chiralLoop (fun i => x (s i)) ≠ 0 := by
  have key : ∀ y : Fin 2 → K, chiralLoop y = (y 0 - y 1)⁻¹ * (y 1 - y 0)⁻¹ := by
    intro y
    unfold chiralLoop
    rw [Fin.prod_univ_two]
    rfl
  have hu : (Finset.univ : Finset (Perm (Fin 2))) = {1, Equiv.swap 0 1} := by decide
  have e : ∑ s : Perm (Fin 2), chiralLoop (fun i => x (s i)) =
      2 * ((x 0 - x 1)⁻¹ * (x 1 - x 0)⁻¹) := by
    rw [hu, Finset.sum_pair (by decide)]
    simp only [key, Equiv.Perm.one_apply, Equiv.swap_apply_left, Equiv.swap_apply_right]
    ring
  rw [e]
  exact mul_ne_zero h2 (mul_ne_zero (inv_ne_zero (sub_ne_zero.mpr hx))
    (inv_ne_zero (sub_ne_zero.mpr hx.symm)))

/-- The contraction `a σ₁ + b σ₂` of a vector `(a, b)` with the Euclidean Dirac matrices. -/
def slash (a b : ℂ) : Matrix (Fin 2) (Fin 2) ℂ :=
  !![0, a - Complex.I * b; a + Complex.I * b, 0]

/-- The massless Dirac propagator in the plane for a separation `z ≠ 0`, without its constant
prefactor: the slashed separation divided by its squared length. -/
def diracPropagator (z : ℂ) : Matrix (Fin 2) (Fin 2) ℂ :=
  (Complex.normSq z : ℂ)⁻¹ • slash z.re z.im

/-- The spinor trace of a fermion loop with photon polarizations `(a i, b i)` at the points `z i`
of the plane, neighbouring points being distinct. -/
def diracLoop (a b z : Fin (n + 1) → ℂ) : ℂ :=
  (List.ofFn fun i => slash (a i) (b i) * diracPropagator (z i - z (i + 1))).prod.trace

/-- A photon vertex followed by a massless propagator is diagonal in chirality. -/
theorem slash_mul_propagator (a b z : ℂ) :
    slash a b * diracPropagator z =
      !![(a - Complex.I * b) * (conj z)⁻¹, 0; 0, (a + Complex.I * b) * z⁻¹] := by
  have h1 : (z.re : ℂ) - Complex.I * z.im = conj z := Complex.ext (by simp) (by simp)
  have h2 : (z.re : ℂ) + Complex.I * z.im = z := Complex.ext (by simp) (by simp)
  have hs : slash z.re z.im = !![0, conj z; z, 0] := by rw [slash, h1, h2]
  have h3 : (conj z)⁻¹ = (Complex.normSq z : ℂ)⁻¹ * z := by
    rw [Complex.inv_def, Complex.conj_conj, Complex.normSq_conj, Complex.ofReal_inv, mul_comm]
  have h4 : z⁻¹ = (Complex.normSq z : ℂ)⁻¹ * conj z := by
    rw [Complex.inv_def, Complex.ofReal_inv, mul_comm]
  rw [diracPropagator, hs, h3, h4]
  ext i j
  fin_cases i <;> fin_cases j <;> simp [slash, Matrix.mul_apply, Fin.sum_univ_two]

/-- The Dirac loop is the sum of two chiral loops, one in the conjugate coordinates and one in
the coordinates `z i`, each weighted by a product of polarization components. -/
theorem diracLoop_eq (a b z : Fin (n + 1) → ℂ) :
    diracLoop a b z =
      (∏ i, (a i - Complex.I * b i)) * chiralLoop (fun i => conj (z i)) +
      (∏ i, (a i + Complex.I * b i)) * chiralLoop z := by
  have diag : ∀ (m : ℕ) (u v : Fin m → ℂ),
      (List.ofFn fun i => !![u i, 0; 0, v i]).prod = !![∏ i, u i, 0; 0, ∏ i, v i] := by
    intro m
    induction m with
    | zero => intro u v; simp [Matrix.one_fin_two]
    | succ m ih =>
      intro u v
      rw [List.ofFn_succ, List.prod_cons, ih (fun i => u i.succ) (fun i => v i.succ),
        Fin.prod_univ_succ u, Fin.prod_univ_succ v]
      simp
  unfold diracLoop
  simp only [slash_mul_propagator]
  rw [diag, Matrix.trace_fin_two_of]
  simp only [chiralLoop, map_sub, Finset.prod_mul_distrib]

/-- In massless two-dimensional QED the fermion loop with three or more photons at distinct points,
summed over all orderings of the photons, vanishes for all polarizations. -/
theorem symmetrized_diracLoop_eq_zero (a b z : Fin (n + 3) → ℂ) (hz : Function.Injective z) :
    ∑ s : Perm (Fin (n + 3)),
      diracLoop (fun i => a (s i)) (fun i => b (s i)) (fun i => z (s i)) = 0 := by
  -- the polarization factors do not depend on the ordering
  have hA : ∀ s : Perm (Fin (n + 3)), ∏ i, (a (s i) - Complex.I * b (s i)) =
      ∏ i, (a i - Complex.I * b i) := fun s =>
    Equiv.prod_comp s (fun i => a i - Complex.I * b i)
  have hB : ∀ s : Perm (Fin (n + 3)), ∏ i, (a (s i) + Complex.I * b (s i)) =
      ∏ i, (a i + Complex.I * b i) := fun s =>
    Equiv.prod_comp s (fun i => a i + Complex.I * b i)
  have hc : ∑ s : Perm (Fin (n + 3)), chiralLoop (fun i => conj (z (s i))) = 0 :=
    symmetrized_chiralLoop_eq_zero (fun i => conj (z i))
      (fun i j h => hz ((starRingEnd ℂ).injective h))
  simp only [diracLoop_eq, hA, hB, Finset.sum_add_distrib, ← Finset.mul_sum]
  rw [hc, symmetrized_chiralLoop_eq_zero z hz, mul_zero, mul_zero, add_zero]

end

end MasslessQED2
```

```lean
#print axioms MasslessQED2.two_photon_loop_ne_zero
-- 'MasslessQED2.two_photon_loop_ne_zero' depends on axioms: [propext, Classical.choice, Quot.sound]
#print axioms MasslessQED2.symmetrized_diracLoop_eq_zero
-- 'MasslessQED2.symmetrized_diracLoop_eq_zero' depends on axioms: [propext, Classical.choice, Quot.sound]
```

## Positions, orderings and polarizations in the theorems

`symmetrized_chiralLoop_eq_zero` takes a function `x : Fin (n + 3) → K`, which assigns a position in the field `K` to each of N = n + 3 vertices. `Function.Injective x` says that the positions are pairwise distinct. The sum over `Perm (Fin (n + 3))` is not divided by N!, and it counts every cyclic order N times.

`anchored_loop_sum` is the sharper statement with the vertex `y` fixed and n + 2 others permuted. `two_photon_loop_ne_zero` shows why the count starts at three: for two distinct positions the chiral sum is −2/(x(0) − x(1))², which is nonzero unless 2 = 0 in the field.

In `symmetrized_diracLoop_eq_zero` the positions `z` are complex numbers standing for points of the Euclidean plane. The polarizations `a` and `b` may be complex and are permuted together with the positions. In `anchored_loop_sum` the letter `a` denotes positions instead. `diracPropagator` omits the constant 1/(2π), and `diracLoop` omits the coupling and the sign of the fermion loop. These factors are common to all orderings.

## From the open chain to the spinor trace

`chiralLoop_eq_chain` separates the closing propagator from the open chain, and `chiralLoop_rotate` reindexes the cyclic product by `finRotate`. `propagator_split` is the partial-fraction step: `linear_combination` assembles it from the three equations saying that a nonzero difference times its inverse is one. `chiralLoop_insert` multiplies it by the chain to obtain the insertion rule.

In `anchored_loop_sum`, `step` applies that rule to every ordering. `Equiv.sum_comp` with `Equiv.mulRight (finRotate (n + 2))` then replaces s by s∘r, and `chiralLoop_rotate` restores the loop. The full theorem uses `Equiv.Perm.decomposeFin` to split a permutation into p and an ordering of the rest, which are listed with the help of the transposition of 0 and p.

`slash_mul_propagator` computes the diagonal matrix. `diracLoop_eq` multiplies such matrices by induction on the length of the list and takes the trace. The last theorem pulls the polarization products out of the sum and applies the chiral result twice, to the positions and to their conjugates.

## Separated vertices, and what happens when they meet

The theorems guarantee the cancellation pointwise, for every set of distinct vertices and every choice of polarizations. The effective action integrates over all vertex positions, including coincident ones, where the propagators are singular. Passing from the pointwise zero to the integrated action requires a regularization and control of contact terms, and this step is not part of the proof.

Lean sets 1/0 = 0. With that rule the positions 0, 0, 1, 2 give the sum 2, so a code that masks singular propagators with zeros can lose the cancellation.

The propagator is postulated in its massless form on the infinite plane; it stands for a fermion that moves freely between its encounters with the photons. A fermion mass, a periodic box or a lattice changes this function, and the theorems then do not apply as they stand. A nonzero residue in a lattice simulation is therefore not by itself a sign of a programming error.
